# Rescaling a solution of the MBAR equations by positive factors that agree on states sharing a sample

The MBAR equations are self-consistent equations for the normalizers `Z k` of finitely many states, given a finite set of samples. Each sample `n` is drawn from one state, its origin, and carries a nonnegative weight `q k n` in every state `k`. The equations read `Z k = ∑ n, q k n / m n`, where `m n = ∑ j, N j * q j n / Z j` is the mixture weight of sample `n` and `N j` is the number of samples drawn from state `j`. Every state has at least one sample, and each sample has positive weight in its origin.

The equations do not fix the `Z k` uniquely. `IsSolution.rescale` says that if positive `Z k` solve them, so do `s k * Z k`, for any positive factors `s` such that `s k` equals the factor of a sample's origin whenever that sample has nonzero weight in state `k`. A common factor for all states is always allowed. The proof first shows that the rescaling divides each sample's mixture weight by the factor of its origin, then compares the sums over samples term by term, treating zero weights separately.

As first written in Lean, the proof fails:

```lean
import Mathlib

open Finset

namespace Rescale

noncomputable section

/-- Samples `n`, each drawn from a state `origin n`, with nonnegative weights `q k n` in all states.
Every state has a sample, and every sample has positive weight in its own state. -/
structure SampleData (K S : Type*) where
  origin : S → K
  q : K → S → ℝ
  origin_surj : Function.Surjective origin
  q_nonneg : ∀ k n, 0 ≤ q k n
  q_own : ∀ n, 0 < q (origin n) n

namespace SampleData

variable {K S : Type*} [Fintype K] [DecidableEq K] [Fintype S] (D : SampleData K S)

/-- The number `N_k` of samples drawn from state `k`. -/
def N (k : K) : ℝ := ((univ.filter fun n => D.origin n = k).card : ℝ)

/-- The mixture weight `∑ j, N_j q_jn / Z_j` of sample `n`, for positive normalizers `Z`. -/
def mixture (Z : K → ℝ) (n : S) : ℝ := ∑ j, D.N j * D.q j n / Z j

/-- The normalizers `Z` are positive and solve the MBAR equations. -/
def IsSolution (Z : K → ℝ) : Prop :=
  (∀ k, 0 < Z k) ∧ ∀ k, Z k = ∑ n, D.q k n / D.mixture Z n

variable {D}

/-- Positive factors `s` that agree between the origin of each sample and all states where it has
weight turn a solution of the MBAR equations into another solution. -/
theorem IsSolution.rescale {Z s : K → ℝ} (hZ : D.IsSolution Z) (hs : ∀ k, 0 < s k)
    (h : ∀ n k, D.q k n = 0 ∨ s k = s (D.origin n)) : D.IsSolution fun k => s k * Z k := by
  refine ⟨fun k => mul_pos (hs k) (hZ.1 k), fun k => ?_⟩
  have hm : ∀ n, D.mixture (fun k => s k * Z k) n = D.mixture Z n / s (D.origin n) := fun n => by
    simp only [mixture, sum_div]
    refine sum_congr rfl fun j _ => ?_
    rcases h n j with h | h
    · simp [h]
    · rw [h]; ring
  calc s k * Z k = s k * ∑ n, D.q k n / D.mixture Z n := by rw [← hZ.2 k]
    _ = ∑ n, D.q k n / D.mixture (fun k => s k * Z k) n := by
      rw [mul_sum]
      refine sum_congr rfl fun n _ => ?_
      rw [hm]
      rcases h n k with h | h
      · simp [h]
      · rw [h]; ring

end SampleData

end

end Rescale
```

Messages:

```
Try this:
  [apply] ring_nf
  
  The `ring` tactic failed to close the goal. Use `ring_nf` to obtain a normal form.
    
  Note that `ring` works primarily in *commutative* rings. If you have a noncommutative ring, abelian group or module, consider using `noncomm_ring`, `abel` or `module` instead.
Main.lean:52:6: error: unsolved goals
case inr
K : Type u_1
S : Type u_2
inst✝² : Fintype K
inst✝¹ : DecidableEq K
inst✝ : Fintype S
D : SampleData K S
Z s : K → ℝ
hZ : D.IsSolution Z
hs : ∀ (k : K), 0 < s k
h✝ : ∀ (n : S) (k : K), D.q k n = 0 ∨ s k = s (D.origin n)
k : K
hm : ∀ (n : S), D.mixture (fun k => s k * Z k) n = D.mixture Z n / s (D.origin n)
n : S
x✝ : n ∈ univ
h : s k = s (D.origin n)
⊢ s (D.origin n) * D.q k n * (D.mixture Z n)⁻¹ = D.q k n * (D.mixture Z n)⁻¹ * (s (D.origin n))⁻¹⁻¹
```

Diagnosis. The error is in the last case of the term-by-term comparison, where `rw [h]` has replaced `s k` by `s (D.origin n)`. The right-hand side is then a quotient whose denominator is itself a quotient, `D.q k n / (D.mixture Z n / s (D.origin n))`. `ring` turns division into multiplication by inverses, so the factor `s (D.origin n)` is inverted twice. It does not simplify the resulting `(s (D.origin n))⁻¹⁻¹` to `s (D.origin n)`, so the two sides keep different normal forms and the goal stays open. The equation left in the message is true, and the suggested `ring_nf` would not help, as it stops at the same double inverse. The note on noncommutative rings does not apply to real numbers.

The repair first rewrites with `div_div_eq_mul_div`, which says `a / (b / c) = a * c / b`. This moves `s (D.origin n)` into the numerator, so no double inverse arises, and `ring` only has to reorder factors.

The mended proof, as a diff:

```diff
@@ -50,5 +50,5 @@
       rcases h n k with h | h
       · simp [h]
-      · rw [h]; ring
+      · rw [h, div_div_eq_mul_div]; ring
 
 end SampleData
```
